# The Majorana covariance matrix of a density matrix is real, antisymmetric and never lengthens a vector

In a simulation of free fermions on finitely many modes, a Gaussian state is often stored as its Majorana covariance matrix G. To obtain an entropy, one rotates G into 2×2 blocks with off-diagonal entries λ and −λ, reads off the occupation (1 + λ)/2 of each mode, and inserts it into a logarithm. That step needs |λ| ≤ 1, so that every occupation lies between 0 and 1.

The bound follows from positivity of the state. Let c_j be finitely many Hermitian matrices with c_j c_k + c_k c_j = 2δ_jk, let ρ be a density matrix, and let

G_jk = (i/2) tr(ρ [c_j, c_k]).

Then G is real and antisymmetric, and ‖Gv‖ ≤ ‖v‖ for every real vector v. A unit vector along an axis of one of the 2×2 blocks is mapped to a vector of length |λ|, so this gives |λ| ≤ 1. The bound does not require a Gaussian state. It also holds for non-Gaussian, correlated states, although G alone does not determine their entropy.

## Operators, state and conventions

The finite type `ι` labels the Majorana operators, and the finite type `n` labels the basis states of the Hilbert space. The number of operators may be odd.

```lean
import Mathlib

open Matrix
open scoped ComplexOrder

namespace MajoranaCovariance

noncomputable section

variable {ι n : Type*} [Fintype ι] [DecidableEq ι] [Fintype n] [DecidableEq n]
```

The anticommutation relations fix the normalisation c_j² = 1; some texts use c_j² = 1/2. The letter c, often used for an annihilation operator, here means a Hermitian one. A fermionic mode with annihilation operator a supplies two of them, a + a† and −i(a − a†). Representing the modes of a given lattice or molecule by matrices that satisfy these relations is a separate step, which the hypotheses take as done.

```lean
/-- A family of Majorana operators: Hermitian matrices with
`c_j c_k + c_k c_j = 2 δ_jk`. -/
structure IsMajorana (c : ι → Matrix n n ℂ) : Prop where
  hermitian : ∀ j, (c j).IsHermitian
  anticomm : ∀ j k, c j * c k + c k * c j = (if j = k then (2 : ℂ) else 0) • 1
```

A real vector v selects the combination

c(v) = Σ_j v_j c_j.

The Lean name `fieldOp` refers to this finite sum, not to a field at a point in space.

```lean
/-- The real linear combination `c(v) = ∑ v_j c_j` of the operators `c_j`. -/
def fieldOp (c : ι → Matrix n n ℂ) (v : ι → ℝ) : Matrix n n ℂ :=
  ∑ j, (v j : ℂ) • c j
```

The covariance matrix is defined as a real matrix by taking real parts, so its type already says that it is real. That no imaginary part has been discarded is proved below.

```lean
/-- The covariance matrix, with entries the real parts of `(i/2) tr(ρ [c_j, c_k])`. -/
def covariance (ρ : Matrix n n ℂ) (c : ι → Matrix n n ℂ) : Matrix ι ι ℝ :=
  Matrix.of fun j k => (Complex.I / 2 * trace (ρ * (c j * c k - c k * c j))).re
```

The bound comes from one operator, built from v and its image under G:

A = c(v) + i c(Gv).

```lean
/-- The operator `c(v) + i c(Gv)`, where `G` is the covariance matrix of `ρ`. -/
def modeOp (ρ : Matrix n n ℂ) (c : ι → Matrix n n ℂ) (v : ι → ℝ) : Matrix n n ℂ :=
  fieldOp c v + Complex.I • fieldOp c (covariance ρ c *ᵥ v)
```

## Real entries and antisymmetry

Write C = [c_j, c_k]. Since the c_j are Hermitian, C† = −C. Conjugating the trace and using cyclicity gives

tr(ρC)* = tr(C†ρ) = −tr(ρC).

The trace is therefore purely imaginary, and multiplying it by i/2 makes it real. In the proof `ht` is this displayed identity, and `Complex.conj_eq_iff_re` turns invariance under conjugation into equality with the real part.

```lean
omit [Fintype ι] [DecidableEq ι] in
/-- For Hermitian `ρ` and Hermitian `c_j`, the number `(i/2) tr(ρ [c_j, c_k])` is real
and equals the entry `G_jk`. -/
theorem covariance_coe {ρ : Matrix n n ℂ} {c : ι → Matrix n n ℂ} (hρ : ρ.IsHermitian)
    (hc : ∀ j, (c j).IsHermitian) (j k : ι) :
    (covariance ρ c j k : ℂ) = Complex.I / 2 * trace (ρ * (c j * c k - c k * c j)) := by
  -- for Hermitian `ρ`, the trace of `ρ` times a commutator of Hermitian matrices is imaginary
  have ht : star (trace (ρ * (c j * c k - c k * c j)))
      = -trace (ρ * (c j * c k - c k * c j)) := by
    rw [← Matrix.trace_conjTranspose, conjTranspose_mul, conjTranspose_sub,
      conjTranspose_mul, conjTranspose_mul, hρ.eq, (hc j).eq, (hc k).eq,
      Matrix.trace_mul_comm, ← Matrix.trace_neg]
    congr 1
    noncomm_ring
  apply Complex.conj_eq_iff_re.1
  rw [map_mul, map_div₀, Complex.conj_I, map_ofNat, starRingEnd_apply, ht]
  ring
```

Exchanging j and k reverses the sign of the commutator, so Gᵀ = −G. This needs no assumption on ρ or on the c_j.

```lean
omit [Fintype ι] [DecidableEq ι] [DecidableEq n] in
/-- The covariance matrix is antisymmetric. -/
theorem covariance_transpose (ρ : Matrix n n ℂ) (c : ι → Matrix n n ℂ) :
    (covariance ρ c)ᵀ = -covariance ρ c := by
  ext j k
  change (Complex.I / 2 * trace (ρ * (c k * c j - c j * c k))).re
    = -(Complex.I / 2 * trace (ρ * (c j * c k - c k * c j))).re
  rw [← neg_sub (c j * c k) (c k * c j), mul_neg, Matrix.trace_neg, mul_neg, Complex.neg_re]
```

## From single operators to linear combinations

Expanding both orderings with the same coefficients gives

c(v)c(w) = Σ_jk v_j w_k c_j c_k,
c(w)c(v) = Σ_jk v_j w_k c_k c_j.

The second line needs an exchange of the two summations, done by `Finset.sum_comm`.

```lean
omit [DecidableEq ι] in
/-- Both orderings of the product of `c(v)` and `c(w)`, expanded in products of the `c_j`. -/
theorem fieldOp_mul (c : ι → Matrix n n ℂ) (v w : ι → ℝ) :
    fieldOp c v * fieldOp c w = ∑ j, ∑ k, ((v j : ℂ) * w k) • (c j * c k) ∧
    fieldOp c w * fieldOp c v = ∑ j, ∑ k, ((v j : ℂ) * w k) • (c k * c j) := by
  have h : ∀ a b : ι → ℝ, fieldOp c a * fieldOp c b
      = ∑ j, ∑ k, ((a j : ℂ) * b k) • (c j * c k) := by
    intro a b
    simp only [fieldOp, Finset.sum_mul_sum, smul_mul_smul_comm]
  refine ⟨h v w, ?_⟩
  rw [h w v, Finset.sum_comm]
  exact Finset.sum_congr rfl fun j _ => Finset.sum_congr rfl fun k _ => by
    rw [mul_comm (w k : ℂ)]
```

Adding the two lines and inserting the anticommutation relations leaves only the terms with j = k:

c(v)c(w) + c(w)c(v) = 2 v·w.

In particular, c(v)² = ‖v‖².

```lean
/-- For Majorana operators, `c(v) c(w) + c(w) c(v) = 2 (v · w)`. -/
theorem fieldOp_anticomm {c : ι → Matrix n n ℂ} (hc : IsMajorana c) (v w : ι → ℝ) :
    fieldOp c v * fieldOp c w + fieldOp c w * fieldOp c v
      = (2 * ((v ⬝ᵥ w : ℝ) : ℂ)) • 1 := by
  rw [(fieldOp_mul c v w).1, (fieldOp_mul c v w).2]
  simp only [← Finset.sum_add_distrib, ← smul_add, hc.anticomm, smul_smul,
    ite_smul, zero_smul, smul_ite, smul_zero, Finset.sum_ite_eq,
    Finset.mem_univ, if_true]
  rw [← Finset.sum_smul]
  congr 1
  simp only [dotProduct, Complex.ofReal_sum, Complex.ofReal_mul, Finset.mul_sum]
  exact Finset.sum_congr rfl fun j _ => by ring
```

Subtracting them instead, and taking the trace against ρ, gives the bilinear form of G:

v·Gw = (i/2) tr(ρ [c(v), c(w)]).

```lean
omit [DecidableEq ι] in
/-- For Hermitian `ρ` and Hermitian `c_j`, the bilinear form of the covariance matrix is
`v · G w = (i/2) tr(ρ [c(v), c(w)])`. -/
theorem covariance_bilinear {ρ : Matrix n n ℂ} {c : ι → Matrix n n ℂ} (hρ : ρ.IsHermitian)
    (hc : ∀ j, (c j).IsHermitian) (v w : ι → ℝ) :
    ((v ⬝ᵥ covariance ρ c *ᵥ w : ℝ) : ℂ) = Complex.I / 2 *
      trace (ρ * (fieldOp c v * fieldOp c w - fieldOp c w * fieldOp c v)) := by
  rw [(fieldOp_mul c v w).1, (fieldOp_mul c v w).2]
  simp only [← Finset.sum_sub_distrib, ← smul_sub, Matrix.mul_smul,
    Matrix.trace_sum, Matrix.trace_smul, smul_eq_mul, dotProduct, mulVec, Finset.mul_sum,
    Complex.ofReal_sum, Complex.ofReal_mul, covariance_coe hρ hc]
  exact Finset.sum_congr rfl fun j _ => Finset.sum_congr rfl fun k _ => by ring
```

## A trace equal to the difference of squared norms

Put w = Gv, so that A = c(v) + i c(w). Both combinations are Hermitian, hence

A†A = (c(v) − i c(w))(c(v) + i c(w))
= c(v)² + c(w)² + i[c(v), c(w)]
= ‖v‖² + ‖w‖² + i[c(v), c(w)].

Taking the expectation value, with tr ρ = 1 and the bilinear form above,

tr(AρA†) = tr(ρA†A) = ‖v‖² + ‖w‖² + 2 v·Gw.

Antisymmetry gives v·Gw = −(Gv)·w = −‖w‖², and therefore

tr(AρA†) = ‖v‖² − ‖Gv‖².

In the Lean proof `hanti` is the antisymmetry step and `hprod` the expansion of A†A. The expansion is valid for any w, so `generalize` first replaces Gv by a free vector; the hypothesis `hb` keeps the one relation that is special to w = Gv. The last line inserts `hb` with the factor −2.

The expression `WithLp.toLp 2` selects the Euclidean norm. A plain function `ι → ℝ` would carry the maximum norm in Mathlib.

```lean
/-- For Majorana operators and a density matrix `ρ`, the operator `A = c(v) + i c(Gv)`
satisfies `tr(A ρ A†) = ‖v‖² - ‖G v‖²`. -/
theorem trace_modeOp {ρ : Matrix n n ℂ} {c : ι → Matrix n n ℂ} (hc : IsMajorana c)
    (hρ : ρ.PosSemidef) (h1 : trace ρ = 1) (v : ι → ℝ) :
    trace (modeOp ρ c v * ρ * (modeOp ρ c v)ᴴ)
      = ((‖WithLp.toLp 2 v‖ ^ 2 - ‖WithLp.toLp 2 (covariance ρ c *ᵥ v)‖ ^ 2 : ℝ) : ℂ) := by
  have hn : ∀ a : ι → ℝ, ‖WithLp.toLp 2 a‖ ^ 2 = a ⬝ᵥ a := by
    intro a
    simp [EuclideanSpace.norm_sq_eq, dotProduct, ← pow_two]
  have hh : ∀ a, (fieldOp c a)ᴴ = fieldOp c a := by
    intro a
    have h := fun j => (hc.hermitian j).eq
    simp [fieldOp, conjTranspose_sum, conjTranspose_smul, h]
  have hsq : ∀ a, fieldOp c a * fieldOp c a = ((a ⬝ᵥ a : ℝ) : ℂ) • 1 := by
    intro a
    calc fieldOp c a * fieldOp c a
        = (1 / 2 : ℂ) • (fieldOp c a * fieldOp c a + fieldOp c a * fieldOp c a) := by module
      _ = _ := by
        rw [fieldOp_anticomm hc, smul_smul]
        congr 1
        ring
  -- antisymmetry turns `v · G(Gv)` into `-‖Gv‖²`
  have hanti : v ⬝ᵥ covariance ρ c *ᵥ (covariance ρ c *ᵥ v)
      = -((covariance ρ c *ᵥ v) ⬝ᵥ (covariance ρ c *ᵥ v)) := by
    rw [Matrix.dotProduct_mulVec, ← Matrix.mulVec_transpose, covariance_transpose,
      Matrix.neg_mulVec, neg_dotProduct]
  have hb := covariance_bilinear hρ.isHermitian hc.hermitian v (covariance ρ c *ᵥ v)
  rw [hanti, Complex.ofReal_neg] at hb
  rw [hn, hn, Matrix.trace_mul_comm, ← Matrix.mul_assoc, Matrix.trace_mul_comm]
  unfold modeOp
  generalize covariance ρ c *ᵥ v = w at hb ⊢
  have hprod : (fieldOp c v + Complex.I • fieldOp c w)ᴴ
      * (fieldOp c v + Complex.I • fieldOp c w)
      = (((v ⬝ᵥ v : ℝ) : ℂ) + ((w ⬝ᵥ w : ℝ) : ℂ)) • 1
        + Complex.I • (fieldOp c v * fieldOp c w - fieldOp c w * fieldOp c v) := by
    rw [conjTranspose_add, conjTranspose_smul, hh, hh, Complex.star_def, Complex.conj_I]
    simp only [add_mul, mul_add, smul_add, smul_mul_assoc, mul_smul_comm, smul_smul,
      mul_neg, Complex.I_mul_I]
    simp only [hsq]
    module
  rw [hprod, mul_add, Matrix.trace_add, Matrix.mul_smul, Matrix.mul_smul,
    Matrix.trace_smul, Matrix.trace_smul, mul_one, h1, smul_eq_mul, smul_eq_mul,
    Complex.ofReal_sub]
  linear_combination -2 * hb
```

## Positivity gives the bound

For any vector x,

x†(AρA†)x = (A†x)†ρ(A†x) ≥ 0,

so AρA† is positive semidefinite and its trace is nonnegative. By the previous identity, ‖Gv‖² ≤ ‖v‖², and since norms are nonnegative, ‖Gv‖ ≤ ‖v‖.

The theorem reads as follows. Given Majorana operators and a positive semidefinite ρ of trace one, the entries of the real matrix `covariance ρ c` equal the complex numbers (i/2) tr(ρ[c_j, c_k]), the matrix is antisymmetric, and it does not increase the Euclidean norm of any real vector.

The Mathlib lemma that carries positivity from ρ to AρA† is `mul_mul_conjTranspose_same`. It accepts any matrix A, so nothing has to be known about `modeOp` at that point. Its companion `trace_nonneg` returns an inequality 0 ≤ z between complex numbers. In the order opened by `ComplexOrder`, this means that z is real and nonnegative. Because `trace_modeOp` has already written the trace as a real number viewed as a complex one, `Complex.zero_le_real` extracts an ordinary real inequality, and `nlinarith` passes from squares to norms.

```lean
/-- For Majorana operators and a density matrix `ρ`, the numbers `(i/2) tr(ρ [c_j, c_k])`
form a real antisymmetric matrix `G` with `‖G v‖ ≤ ‖v‖` for all real `v`. -/
theorem majorana_covariance {ρ : Matrix n n ℂ} {c : ι → Matrix n n ℂ} (hc : IsMajorana c)
    (hρ : ρ.PosSemidef) (h1 : trace ρ = 1) :
    (∀ j k, (covariance ρ c j k : ℂ)
      = Complex.I / 2 * trace (ρ * (c j * c k - c k * c j))) ∧
    (covariance ρ c)ᵀ = -covariance ρ c ∧
    ∀ v : ι → ℝ, ‖WithLp.toLp 2 (covariance ρ c *ᵥ v)‖ ≤ ‖WithLp.toLp 2 v‖ := by
  refine ⟨covariance_coe hρ.isHermitian hc.hermitian, covariance_transpose ρ c, fun v => ?_⟩
  -- `A ρ A†` is positive semidefinite, so its trace is nonnegative
  have h := (hρ.mul_mul_conjTranspose_same (modeOp ρ c v)).trace_nonneg
  rw [trace_modeOp hc hρ h1] at h
  have h' := Complex.zero_le_real.1 h
  nlinarith [norm_nonneg (WithLp.toLp 2 v),
    norm_nonneg (WithLp.toLp 2 (covariance ρ c *ᵥ v))]
```

## When the length is preserved

If ‖Gv‖ = ‖v‖, then tr(AρA†) = 0. A positive semidefinite matrix of trace zero vanishes, so AρA† = 0. For each basis vector e_j, put x = A†e_j. Then x†ρx = 0, and positivity of ρ forces ρx = 0. Hence ρA† = 0, and taking the adjoint gives Aρ = 0. Conversely, Aρ = 0 makes the trace vanish, and the two norms agree.

For a unit vector v with ‖Gv‖ = 1, the operator A/2 is a normalised fermionic annihilation operator, and Aρ = 0 says that its mode is empty with certainty. This reading follows from the relations for c(v) by a short calculation; the theorem itself states the equivalence with Aρ = 0.

```lean
/-- For Majorana operators and a density matrix `ρ`, the equality `‖G v‖ = ‖v‖` holds
exactly when `(c(v) + i c(Gv)) ρ = 0`. -/
theorem norm_eq_iff {ρ : Matrix n n ℂ} {c : ι → Matrix n n ℂ} (hc : IsMajorana c)
    (hρ : ρ.PosSemidef) (h1 : trace ρ = 1) (v : ι → ℝ) :
    ‖WithLp.toLp 2 (covariance ρ c *ᵥ v)‖ = ‖WithLp.toLp 2 v‖ ↔ modeOp ρ c v * ρ = 0 := by
  have ht := trace_modeOp hc hρ h1 v
  constructor
  · intro h
    rw [h, sub_self, Complex.ofReal_zero] at ht
    have h0 := (hρ.mul_mul_conjTranspose_same (modeOp ρ c v)).trace_eq_zero_iff.1 ht
    -- since `ρ` is positive semidefinite, a vector `x` with `x† ρ x = 0` satisfies `ρ x = 0`
    have hz : ρ * (modeOp ρ c v)ᴴ = 0 := by
      ext i j
      have hx := (hρ.dotProduct_mulVec_zero_iff ((modeOp ρ c v)ᴴ *ᵥ Pi.single j 1)).1 (by
        rw [Matrix.star_mulVec, conjTranspose_conjTranspose, ← Matrix.dotProduct_mulVec]
        simp only [Matrix.mulVec_mulVec, ← Matrix.mul_assoc, h0, Matrix.zero_mulVec,
          dotProduct_zero])
      rw [Matrix.mulVec_mulVec, Matrix.mulVec_single_one] at hx
      exact congrFun hx i
    have hs := congrArg conjTranspose hz
    rwa [conjTranspose_mul, conjTranspose_conjTranspose, hρ.isHermitian.eq,
      conjTranspose_zero] at hs
  · intro h
    rw [h, Matrix.zero_mul, Matrix.trace_zero] at ht
    have h' := Complex.ofReal_eq_zero.1 ht.symm
    exact (sq_eq_sq₀ (norm_nonneg _) (norm_nonneg _)).1 (by linarith)
```

## One mode with variable occupation

The Pauli matrices X and Y are Hermitian, square to one and anticommute, so they describe a single mode.

```lean
/-- The Pauli matrices `X` and `Y`. -/
def pauliXY : Fin 2 → Matrix (Fin 2) (Fin 2) ℂ :=
  ![!![0, 1; 1, 0], !![0, -Complex.I; Complex.I, 0]]
```

Take the state that is diagonal with weights p and 1 − p.

```lean
/-- The diagonal matrix with entries `p` and `1 - p`. -/
def mixture (p : ℝ) : Matrix (Fin 2) (Fin 2) ℂ :=
  Matrix.diagonal ![(p : ℂ), ((1 - p : ℝ) : ℂ)]
```

Since [X, Y] = 2iZ, where Z = diag(1, −1),

G_01 = (i/2) · 2i · tr(ρZ) = −(p − (1 − p)) = 1 − 2p.

The theorem confirms, for 0 ≤ p ≤ 1, that all hypotheses are satisfied and that G has this entry, its negative, and zeros on the diagonal. The proof checks the matrices entry by entry, with `fin_cases` running through the indices. It follows that ‖Gv‖ = |1 − 2p| ‖v‖. The length of every vector is preserved for the pure states p = 0 and p = 1, while every nonzero vector is shortened for the mixtures in between.

```lean
/-- The Pauli matrices `X`, `Y` are Majorana operators, and for `0 ≤ p ≤ 1` the density
matrix `diag(p, 1 - p)` has the covariance matrix with `G_01 = 1 - 2p`. -/
theorem majorana_covariance_witness (p : ℝ) (h0 : 0 ≤ p) (h1 : p ≤ 1) :
    IsMajorana pauliXY ∧ (mixture p).PosSemidef ∧ trace (mixture p) = 1 ∧
    covariance (mixture p) pauliXY = !![0, 1 - 2 * p; 2 * p - 1, 0] := by
  refine ⟨⟨?_, ?_⟩, ?_, ?_, ?_⟩
  · intro j
    ext a b
    fin_cases j <;> fin_cases a <;> fin_cases b <;> simp [pauliXY]
  · intro j k
    ext a b
    fin_cases j <;> fin_cases k <;> fin_cases a <;> fin_cases b <;>
      simp [pauliXY, Fin.sum_univ_succ] <;> norm_num
  · refine Matrix.posSemidef_diagonal_iff.2 fun i => ?_
    fin_cases i
    · exact Complex.zero_le_real.2 h0
    · exact Complex.zero_le_real.2 (sub_nonneg.2 h1)
  · simp [mixture, Matrix.trace_fin_two]
  · ext j k
    fin_cases j <;> fin_cases k <;>
      simp [covariance, mixture, pauliXY, Matrix.trace_fin_two, Matrix.diagonal_mul] <;> ring

end

end MajoranaCovariance
```

The same family shows what positivity contributes. At p = 2 the matrix ρ = diag(2, −1) is still Hermitian with trace one, but it has a negative eigenvalue. The calculation above gives G_01 = −3, so G maps the unit vector (1, 0) to (0, 3). Hermiticity and unit trace of ρ are therefore not enough for the bound, although G remains real and antisymmetric. In a simulation, a covariance matrix that lengthens some vector by more than rounding can explain does not belong to any density matrix.

```lean
#print axioms MajoranaCovariance.majorana_covariance
#print axioms MajoranaCovariance.norm_eq_iff
```

```
'MajoranaCovariance.majorana_covariance' depends on axioms: [propext, Classical.choice, Quot.sound]
'MajoranaCovariance.norm_eq_iff' depends on axioms: [propext, Classical.choice, Quot.sound]
```
